# A bound on how far added empty-state poles lower a quasiparticle level

In this model a quasiparticle level is a real energy w that solves w = e + S(w), with a fixed bare energy e and a real scalar self-energy S. The theorem `empty_bands_lower_level` takes S continuous and nonincreasing on an energy interval I containing a level w0, and subtracts from S the tail T(w) = ∑ rᵢ/(pᵢ − w) of finitely many poles, at least one, with strengths rᵢ > 0 and positions pᵢ > w0. If w0 − T(w0) also lies in I, the theorem says that the new self-energy S − T has exactly one level w1 in I below all the added poles, and that 0 < w0 − w1 ≤ T(w1) < T(w0). To find w1, the attempt applies the intermediate value theorem to w − (e + S(w) − T(w)) between w0 − T(w0) and w0; uniqueness and the bounds then come from monotonicity.

The first attempt, which Lean rejects:

```lean
import Mathlib

open Filter Topology

namespace EmptyBandsLowerLevel

noncomputable section

variable {ι : Type*}

/-- The energy `w` is a quasiparticle level: it solves `w = e + S(w)` for the bare energy `e`
and the self-energy `S`. -/
def IsLevel (e : ℝ) (S : ℝ → ℝ) (w : ℝ) : Prop := w = e + S w

/-- The sum `∑ r i / (p i - w)` over a finite set of empty-state poles `p i` with strengths `r i`,
meant for energies `w` below all these poles. -/
def emptyTail (s : Finset ι) (r p : ι → ℝ) (w : ℝ) : ℝ := ∑ i ∈ s, r i / (p i - w)

/-- Subtracting empty-state poles of nonnegative strength from a self-energy that is nonincreasing
on a window leaves it nonincreasing on the part of the window below these poles. -/
theorem antitoneOn_sub_emptyTail {S : ℝ → ℝ} {I : Set ℝ} {s : Finset ι} {r p : ι → ℝ}
    (hS : AntitoneOn S I) (hr : ∀ i ∈ s, 0 ≤ r i) :
    AntitoneOn (fun w => S w - emptyTail s r p w) {w | w ∈ I ∧ ∀ i ∈ s, w < p i} := by
  intro x hx y hy hxy
  have h1 := hS hx.1 hy.1 hxy
  have h2 : emptyTail s r p x ≤ emptyTail s r p y :=
    Finset.sum_le_sum fun i hi =>
      div_le_div_of_nonneg_left (hr i hi) (by linarith [hy.2 i hi]) (by linarith)
  change S y - emptyTail s r p y ≤ S x - emptyTail s r p x
  linarith

/-- A self-energy that is nonincreasing on a window has at most one level there. -/
theorem level_unique {e x y : ℝ} {S : ℝ → ℝ} {I : Set ℝ} (hS : AntitoneOn S I)
    (hx : x ∈ I) (hy : y ∈ I) (hlx : IsLevel e S x) (hly : IsLevel e S y) : x = y := by
  have h1 : x = e + S x := hlx
  have h2 : y = e + S y := hly
  rcases le_total x y with h | h
  · linarith [hS hx hy h]
  · linarith [hS hy hx h]

/-- Let `S` be nonincreasing on a window containing the level `x` of `S` and the level `y` of
`S - T`. If `T y` is nonnegative, then `y` is not above `x`, and the shift is at most `T y`. -/
theorem level_shift {e x y : ℝ} {S T : ℝ → ℝ} {I : Set ℝ} (hS : AntitoneOn S I)
    (hx : x ∈ I) (hy : y ∈ I) (hlx : IsLevel e S x)
    (hly : IsLevel e (fun w => S w - T w) y) (hT : 0 ≤ T y) : y ≤ x ∧ x - y ≤ T y := by
  have h1 : x = e + S x := hlx
  have h2 : y = e + (S y - T y) := hly
  have hyx : y ≤ x := by
    by_contra h
    linarith [hS hx hy (le_of_lt (not_le.mp h))]
  exact ⟨hyx, by linarith [hS hy hx hyx]⟩

/-- Let `S` be continuous and nonincreasing on an energy window `I` containing its level `w0`, and
add finitely many (at least one) empty-state poles of positive strength above `w0`. If `w0` minus
the tail at `w0` is still in `I`, there is exactly one new level `w1` in `I` below the added poles;
it is lower than `w0`, by at most the tail at `w1`, which is less than the tail at `w0`. -/
theorem empty_bands_lower_level {e w0 : ℝ} {S : ℝ → ℝ} {I : Set ℝ} {s : Finset ι} {r p : ι → ℝ}
    (hI : I.OrdConnected) (hc : ContinuousOn S I) (hS : AntitoneOn S I)
    (hs : s.Nonempty) (hr : ∀ i ∈ s, 0 < r i) (h0 : w0 ∈ I) (hl : IsLevel e S w0)
    (hp : ∀ i ∈ s, w0 < p i) (ha : w0 - emptyTail s r p w0 ∈ I) :
    ∃ w1 ∈ I, (∀ i ∈ s, w1 < p i) ∧ IsLevel e (fun w => S w - emptyTail s r p w) w1 ∧
      (∀ w ∈ I, (∀ i ∈ s, w < p i) →
        IsLevel e (fun w => S w - emptyTail s r p w) w → w = w1) ∧
      0 < w0 - w1 ∧ w0 - w1 ≤ emptyTail s r p w1 ∧
      emptyTail s r p w1 < emptyTail s r p w0 := by
  have hl' : w0 = e + S w0 := hl
  have hpos : ∀ w, (∀ i ∈ s, w < p i) → 0 < emptyTail s r p w := fun w hw =>
    Finset.sum_pos (fun i hi => div_pos (hr i hi) (sub_pos.mpr (hw i hi))) hs
  have hT0 := hpos w0 hp
  have hanti := antitoneOn_sub_emptyTail (p := p) hS (fun i hi => (hr i hi).le)
  have hle : w0 - emptyTail s r p w0 ≤ w0 := by linarith
  have hsub : Set.Icc (w0 - emptyTail s r p w0) w0 ⊆ I := hI.out ha h0
  have hTc : ContinuousOn (emptyTail s r p) (Set.Icc (w0 - emptyTail s r p w0) w0) := by
    unfold emptyTail
    refine continuousOn_finset_sum s fun i hi => ?_
    refine ContinuousOn.div continuousOn_const (continuousOn_const.sub continuousOn_id) ?_
    intro w hw
    exact ne_of_gt (sub_pos.mpr (lt_of_le_of_lt hw.2 (hp i hi)))
  have hG : ContinuousOn (fun w => w - (e + (S w - emptyTail s r p w)))
      (Set.Icc (w0 - emptyTail s r p w0) w0) :=
    continuousOn_id.sub (continuousOn_const.add ((hc.mono hsub).sub hTc))
  -- the residual changes sign between the first-order estimate and the old level
  have hbelow : ∀ i ∈ s, w0 - emptyTail s r p w0 < p i := fun i hi =>
    lt_of_le_of_lt hle (hp i hi)
  have hm := hanti ⟨ha, hbelow⟩ ⟨h0, hp⟩ hle
  dsimp only at hm
  obtain ⟨w1, hw1, hz⟩ := intermediate_value_Icc hle hG
    (show (0 : ℝ) ∈ Set.Icc _ _ from ⟨by dsimp only; linarith, by dsimp only; linarith⟩)
  dsimp only at hz
  have hp1 : ∀ i ∈ s, w1 < p i := fun i hi => lt_of_le_of_lt hw1.2 (hp i hi)
  have hl1 : IsLevel e (fun w => S w - emptyTail s r p w) w1 := by
    change w1 = e + (S w1 - emptyTail s r p w1)
    linarith
  have hlt : w1 < w0 := by
    refine lt_of_le_of_ne hw1.2 fun h => ?_
    rw [h] at hz
    linarith
  refine ⟨w1, hsub hw1, hp1, hl1, ?_, sub_pos.mpr hlt, ?_, ?_⟩
  · intro w hw hwp hlw
    exact level_unique hanti ⟨hw, hwp⟩ ⟨hsub hw1, hp1⟩ hlw hl1
  · exact (level_shift hS h0 (hsub hw1) hl hl1 (hpos w1 hp1).le).2
  · exact Finset.sum_lt_sum_of_nonempty hs fun i hi =>
      div_lt_div_of_pos_left (hr i hi) (by linarith [hp i hi]) (by linarith)

end

end EmptyBandsLowerLevel
```

Messages:

```
Main.lean:75:11: warning: `continuousOn_finset_sum` has been deprecated: Use `continuousOn_finsetSum` instead
Main.lean:88:41: error: `dsimp` made no progress
Main.lean:88:66: error: `dsimp` made no progress
```

The mended proof, as a diff:

```diff
@@ -73,5 +73,5 @@
   have hTc : ContinuousOn (emptyTail s r p) (Set.Icc (w0 - emptyTail s r p w0) w0) := by
     unfold emptyTail
-    refine continuousOn_finset_sum s fun i hi => ?_
+    refine continuousOn_finsetSum s fun i hi => ?_
     refine ContinuousOn.div continuousOn_const (continuousOn_const.sub continuousOn_id) ?_
     intro w hw
@@ -80,11 +80,14 @@
       (Set.Icc (w0 - emptyTail s r p w0) w0) :=
     continuousOn_id.sub (continuousOn_const.add ((hc.mono hsub).sub hTc))
-  -- the residual changes sign between the first-order estimate and the old level
+  -- the residual changes sign between `w0 - emptyTail s r p w0` and the old level
   have hbelow : ∀ i ∈ s, w0 - emptyTail s r p w0 < p i := fun i hi =>
     lt_of_le_of_lt hle (hp i hi)
   have hm := hanti ⟨ha, hbelow⟩ ⟨h0, hp⟩ hle
   dsimp only at hm
+  have hA : w0 - emptyTail s r p w0 - (e + (S (w0 - emptyTail s r p w0)
+      - emptyTail s r p (w0 - emptyTail s r p w0))) ≤ 0 := by linarith
+  have hB : 0 ≤ w0 - (e + (S w0 - emptyTail s r p w0)) := by linarith
   obtain ⟨w1, hw1, hz⟩ := intermediate_value_Icc hle hG
-    (show (0 : ℝ) ∈ Set.Icc _ _ from ⟨by dsimp only; linarith, by dsimp only; linarith⟩)
+    (show (0 : ℝ) ∈ Set.Icc _ _ from ⟨hA, hB⟩)
   dsimp only at hz
   have hp1 : ∀ i ∈ s, w1 < p i := fun i hi => lt_of_le_of_lt hw1.2 (hp i hi)
```

Both errors come from the proof that 0 lies between the endpoint values of the function given to `intermediate_value_Icc`. Each half of that proof begins with `dsimp only`, meant to evaluate the function at an endpoint. Lean found nothing to simplify, and `dsimp` fails when it changes nothing, so neither `linarith` after it was reached. The messages don't show the goals, so they leave open whether the values were already written out or the placeholders in `Set.Icc _ _` were still unfilled.

The repair works in either case. It states the two inequalities in full as `hA` and `hB`, proves them with `linarith` alone, and passes them as `⟨hA, hB⟩`. No `dsimp only` is needed there, and the types of `hA` and `hB` say what the endpoint values are.

The other two changes don't bear on the errors. Replacing `continuousOn_finset_sum` with `continuousOn_finsetSum` clears a deprecation warning, and the reworded comment is mere tidying.
